# Separable measurements identify N maximally entangled states in ℂⁿ ⊗ ℂⁿ with average success at most n/N

Let ψ_1, …, ψ_N be N ≥ 1 maximally entangled states in ℂⁿ ⊗ ℂⁿ, and let E_1, …, E_N be a measurement in which outcome k means "the state was ψ_k". If every E_k is separable, that is, a finite sum of products A ⊗ B of positive semidefinite matrices, then

(1/N) Σ_k ⟨ψ_k, E_k ψ_k⟩ ≤ n/N.

The bound restricts the measurement only when N > n. For the four Bell states, n = 2 and N = 4, so a separable measurement succeeds at most half the time on average, although a joint Bell measurement identifies all four. For n = 1 the bound is 1/N, the success rate of blind guessing.

## A ceiling for simulated local discrimination

A code that optimises separable measurements on a finite set of maximally entangled states can compare its average success with n/N. An exact value above this ceiling means that a state is not maximally entangled, an effect is not separable, or the effects do not sum to the identity. Rounding can produce a small excess, and a sampled frequency can exceed the ceiling by statistical fluctuation.

The ceiling also applies to finite protocols of local operations and classical communication, by the standard fact that their effects are separable; that fact is not part of the file below.

## From Cauchy–Schwarz to the trace of the identity

Let the first site have dimension m ≥ 1 and the second dimension n. Write ψ(i,j) for the amplitudes and M for the m × n matrix with these entries. The reduced matrix of the first site is MM†, and the assumption on ψ is MM† = 1/m. Its trace gives ‖ψ‖ = 1.

Take one product effect A ⊗ B and factor A = F†F, B = G†G. With x_a(j) = Σ_i F(a,i) ψ(i,j),

⟨ψ, (A ⊗ B)ψ⟩ = ‖(F ⊗ G)ψ‖² = Σ_a Σ_b |Σ_j G(b,j) x_a(j)|².

This is nonnegative. Cauchy–Schwarz in j gives

|Σ_j G(b,j) x_a(j)|² ≤ (Σ_j |G(b,j)|²)(Σ_j |x_a(j)|²).

Since Σ_b Σ_j |G(b,j)|² = tr B, summing over a and b gives

⟨ψ, (A ⊗ B)ψ⟩ ≤ tr B · Σ_a Σ_j |x_a(j)|².

The numbers x_a(j) are the entries of FM, so cyclicity of the trace gives

Σ_a Σ_j |x_a(j)|² = tr(FMM†F†) = tr(FF†)/m = tr A/m.

Therefore ⟨ψ, (A ⊗ B)ψ⟩ ≤ tr A · tr B/m = tr(A ⊗ B)/m. Adding the product terms of a separable effect E yields

0 ≤ ⟨ψ, Eψ⟩ ≤ tr E/m.

Now let the states carry weights p_k ≤ q with q ≥ 0. Nonnegativity lets us replace p_k by q, and completeness fixes the total trace:

Σ_k p_k ⟨ψ_k, E_k ψ_k⟩ ≤ q Σ_k tr E_k/m = q · mn/m = qn.

Setting p_k = q = 1/N gives the average bound. Setting p_k = q = 1 shows that certain identification of every state requires N ≤ n.

## Shifted states that attain N = n

For d ≥ 1 and k = 0, …, d − 1, with addition modulo d, define

φ_k = (1/√d) Σ_i |i, i+k⟩,

P_k = Σ_i |i⟩⟨i| ⊗ |i+k⟩⟨i+k|.

In the reduced matrix of φ_k, the entry (i,i') needs j = i+k = i'+k, so it is 1/d for i = i' and zero otherwise. Each P_k is separable by construction. Each basis state |i,j⟩ belongs to exactly one P_k, the one with k = j − i, so Σ_k P_k = 1. Finally P_k φ_k = φ_k, so each state is identified with probability 1. Here N = n = d, so the condition N ≤ n for certain identification cannot be improved. The average bound is 1 in this case, so the example does not test it for N > n.

## The Lean file

```lean
import Mathlib

open Matrix
open scoped Kronecker ComplexOrder

namespace SeparableDiscrimination

noncomputable section

variable {α β κ : Type*} [Fintype α] [Fintype β] [Fintype κ]

/-- The reduced matrix of the first site, obtained by tracing out the second site. -/
def reducedState (ψ : α × β → ℂ) : Matrix α α ℂ :=
  Matrix.of fun i i' => ∑ j, ψ (i, j) * star (ψ (i', j))

/-- The reduced matrix of the first site is the identity divided by its dimension. -/
def IsMaxEntangled [DecidableEq α] (ψ : α × β → ℂ) : Prop :=
  reducedState ψ = (1 / (Fintype.card α : ℂ)) • (1 : Matrix α α ℂ)

/-- A separable effect: a finite sum of products of positive semidefinite matrices. -/
def IsSeparable (E : Matrix (α × β) (α × β) ℂ) : Prop :=
  ∃ (r : ℕ) (A : Fin r → Matrix α α ℂ) (B : Fin r → Matrix β β ℂ),
    (∀ s, (A s).PosSemidef ∧ (B s).PosSemidef) ∧ E = ∑ s, A s ⊗ₖ B s

/-- The real part of the Born expression `⟨ψ, E ψ⟩` for the matrix `E` and the vector `ψ`. -/
def prob (E : Matrix (α × β) (α × β) ℂ) (ψ : α × β → ℂ) : ℝ :=
  (star ψ ⬝ᵥ E *ᵥ ψ).re

/-- An amplitude times its conjugate is its squared modulus. -/
theorem star_mul_self_eq (z : ℂ) : star z * z = ((‖z‖ ^ 2 : ℝ) : ℂ) := by
  rw [← Complex.normSq_eq_norm_sq, mul_comm]
  exact Complex.mul_conj z

/-- The trace of `F†F` is the sum of the squared moduli of the entries of `F`. -/
theorem trace_gram {γ δ : Type*} [Fintype γ] [Fintype δ] (F : Matrix γ δ ℂ) :
    (Fᴴ * F).trace = ((∑ a, ∑ i, ‖F a i‖ ^ 2 : ℝ) : ℂ) := by
  rw [Finset.sum_comm]
  simp only [Matrix.trace, Matrix.diag_apply, Matrix.mul_apply, Matrix.conjTranspose_apply,
    star_mul_self_eq, Complex.ofReal_sum]

/-- The probability of the product effect `F†F ⊗ G†G` is the squared norm of `(F ⊗ G)ψ`. -/
theorem prob_gram (F : Matrix α α ℂ) (G : Matrix β β ℂ) (ψ : α × β → ℂ) :
    prob ((Fᴴ * F) ⊗ₖ (Gᴴ * G)) ψ
      = ∑ a, ∑ b, ‖∑ j, G b j * ∑ i, F a i * ψ (i, j)‖ ^ 2 := by
  have h : (Fᴴ * F) ⊗ₖ (Gᴴ * G) = (F ⊗ₖ G)ᴴ * (F ⊗ₖ G) := by
    rw [Matrix.mul_kronecker_mul, Matrix.conjTranspose_kronecker]
  have hv : ∀ a b, ((F ⊗ₖ G) *ᵥ ψ) (a, b) = ∑ j, G b j * ∑ i, F a i * ψ (i, j) := by
    intro a b
    simp only [Matrix.mulVec, dotProduct, Matrix.kroneckerMap_apply, Fintype.sum_prod_type,
      Finset.mul_sum]
    rw [Finset.sum_comm]
    exact Finset.sum_congr rfl fun j _ => Finset.sum_congr rfl fun i _ => by ring
  unfold prob
  rw [h, ← Matrix.mulVec_mulVec, Matrix.dotProduct_mulVec, ← Matrix.star_mulVec]
  simp only [dotProduct, Fintype.sum_prod_type, Pi.star_apply, hv, star_mul_self_eq,
    Complex.re_sum, Complex.ofReal_re]

variable [DecidableEq α]

/-- For a maximally entangled state, the squared norm of `(F ⊗ 1)ψ` is the trace of `F†F`
divided by the dimension of the first site. -/
theorem local_norm (F : Matrix α α ℂ) {ψ : α × β → ℂ} (h : IsMaxEntangled ψ) :
    ∑ a, ∑ j, ‖∑ i, F a i * ψ (i, j)‖ ^ 2
      = (∑ a, ∑ i, ‖F a i‖ ^ 2) / (Fintype.card α : ℝ) := by
  let M : Matrix α β ℂ := Matrix.of fun i j => ψ (i, j)
  have hM : M * Mᴴ = (1 / (Fintype.card α : ℂ)) • (1 : Matrix α α ℂ) :=
    Eq.trans (by ext i k; simp [M, reducedState, Matrix.mul_apply]) h
  -- cyclicity of the trace brings out the reduced state
  have ht : ((F * M)ᴴ * (F * M)).trace = (1 / (Fintype.card α : ℂ)) * (Fᴴ * F).trace := by
    rw [Matrix.trace_mul_comm (F * M)ᴴ (F * M), Matrix.conjTranspose_mul, Matrix.mul_assoc,
      ← Matrix.mul_assoc M, hM, Matrix.smul_mul, Matrix.one_mul, Matrix.mul_smul,
      Matrix.trace_smul, Matrix.trace_mul_comm F Fᴴ, smul_eq_mul]
  rw [trace_gram, trace_gram] at ht
  have hr : ∑ a, ∑ j, ‖(F * M) a j‖ ^ 2
      = (1 / (Fintype.card α : ℝ)) * ∑ a, ∑ i, ‖F a i‖ ^ 2 := by
    apply Complex.ofReal_injective
    rw [ht, Complex.ofReal_mul]
    simp
  rw [div_eq_mul_one_div, mul_comm, ← hr]
  rfl

/-- In a maximally entangled state a product effect has nonnegative probability, at most its
trace divided by the dimension of the first site. -/
theorem product_bound {A : Matrix α α ℂ} {B : Matrix β β ℂ} (hA : A.PosSemidef)
    (hB : B.PosSemidef) {ψ : α × β → ℂ} (h : IsMaxEntangled ψ) :
    0 ≤ prob (A ⊗ₖ B) ψ ∧ prob (A ⊗ₖ B) ψ ≤ (A ⊗ₖ B).trace.re / (Fintype.card α : ℝ) := by
  classical
  obtain ⟨F, rfl⟩ : ∃ F : Matrix α α ℂ, A = Fᴴ * F := by
    first
    | exact Matrix.posSemidef_iff_eq_conjTranspose_mul_self.mp hA
    | (open scoped MatrixOrder Matrix.Norms.L2Operator in
        exact CStarAlgebra.nonneg_iff_eq_star_mul_self.mp hA.nonneg)
  obtain ⟨G, rfl⟩ : ∃ G : Matrix β β ℂ, B = Gᴴ * G := by
    first
    | exact Matrix.posSemidef_iff_eq_conjTranspose_mul_self.mp hB
    | (open scoped MatrixOrder Matrix.Norms.L2Operator in
        exact CStarAlgebra.nonneg_iff_eq_star_mul_self.mp hB.nonneg)
  rw [prob_gram, Matrix.trace_kronecker, trace_gram, trace_gram, ← Complex.ofReal_mul,
    Complex.ofReal_re]
  refine ⟨by positivity, ?_⟩
  -- Cauchy-Schwarz on the second site
  have cs : ∀ (g x : β → ℂ), ‖∑ j, g j * x j‖ ^ 2 ≤ (∑ j, ‖g j‖ ^ 2) * ∑ j, ‖x j‖ ^ 2 := by
    intro g x
    have h1 : ‖∑ j, g j * x j‖ ≤ ∑ j, ‖g j‖ * ‖x j‖ :=
      (norm_sum_le _ _).trans_eq (by simp only [norm_mul])
    exact (pow_le_pow_left₀ (norm_nonneg _) h1 2).trans
      (Finset.sum_mul_sq_le_sq_mul_sq _ _ _)
  calc ∑ a, ∑ b, ‖∑ j, G b j * ∑ i, F a i * ψ (i, j)‖ ^ 2
      ≤ ∑ a, ∑ b, (∑ j, ‖G b j‖ ^ 2) * ∑ j, ‖∑ i, F a i * ψ (i, j)‖ ^ 2 :=
        Finset.sum_le_sum fun a _ => Finset.sum_le_sum fun b _ => cs _ _
    _ = (∑ b, ∑ j, ‖G b j‖ ^ 2) * ∑ a, ∑ j, ‖∑ i, F a i * ψ (i, j)‖ ^ 2 := by
        rw [Finset.mul_sum]
        exact Finset.sum_congr rfl fun a _ => by rw [Finset.sum_mul]
    _ = _ := by rw [local_norm F h]; ring
    _ ≤ _ := le_rfl

/-- In a maximally entangled state a separable effect has nonnegative probability, at most its
trace divided by the dimension of the first site. -/
theorem separable_bound {E : Matrix (α × β) (α × β) ℂ} (hE : IsSeparable E)
    {ψ : α × β → ℂ} (h : IsMaxEntangled ψ) :
    0 ≤ prob E ψ ∧ prob E ψ ≤ E.trace.re / (Fintype.card α : ℝ) := by
  obtain ⟨r, A, B, hAB, rfl⟩ := hE
  -- the Born rule is additive in the effect
  let f : Matrix (α × β) (α × β) ℂ →+ ℝ :=
    { toFun := fun E => prob E ψ
      map_zero' := by simp [prob]
      map_add' := fun E F => by simp [prob, Matrix.add_mulVec, dotProduct_add] }
  have hf : prob (∑ s, A s ⊗ₖ B s) ψ = ∑ s, prob (A s ⊗ₖ B s) ψ := map_sum f _ _
  rw [hf, Matrix.trace_sum, Complex.re_sum, Finset.sum_div]
  exact ⟨Finset.sum_nonneg fun s _ => (product_bound (hAB s).1 (hAB s).2 h).1,
    Finset.sum_le_sum fun s _ => (product_bound (hAB s).1 (hAB s).2 h).2⟩

variable [DecidableEq β]

/-- If maximally entangled states carry weights of at most `q`, where `q ≥ 0`, the weighted success
of a separable measurement is at most `q` times the dimension of the second site. -/
theorem weighted_success_le {E : κ → Matrix (α × β) (α × β) ℂ} {ψ : κ → α × β → ℂ}
    (hE : ∀ k, IsSeparable (E k)) (hsum : ∑ k, E k = 1) (hψ : ∀ k, IsMaxEntangled (ψ k))
    {p : κ → ℝ} {q : ℝ} (hp : ∀ k, p k ≤ q) (hq : 0 ≤ q) :
    ∑ k, p k * prob (E k) (ψ k) ≤ q * Fintype.card β := by
  have htr : ∑ k, (E k).trace.re / (Fintype.card α : ℝ) ≤ Fintype.card β := by
    -- completeness fixes the total trace
    rw [← Finset.sum_div, ← Complex.re_sum, ← Matrix.trace_sum, hsum, Matrix.trace_one,
      Fintype.card_prod, Complex.natCast_re, Nat.cast_mul]
    rcases eq_or_ne (Fintype.card α : ℝ) 0 with h | h
    · rw [h, div_zero]
      exact Nat.cast_nonneg _
    · exact (mul_div_cancel_left₀ _ h).le
  calc ∑ k, p k * prob (E k) (ψ k)
      ≤ ∑ k, q * ((E k).trace.re / (Fintype.card α : ℝ)) :=
        Finset.sum_le_sum fun k _ =>
          (mul_le_mul_of_nonneg_right (hp k) (separable_bound (hE k) (hψ k)).1).trans
            (mul_le_mul_of_nonneg_left (separable_bound (hE k) (hψ k)).2 hq)
    _ = q * ∑ k, (E k).trace.re / (Fintype.card α : ℝ) := by rw [Finset.mul_sum]
    _ ≤ q * Fintype.card β := mul_le_mul_of_nonneg_left htr hq

/-- The average success of a separable measurement on `N` maximally entangled states is at most
the dimension of the second site divided by `N`. -/
theorem average_success_le {E : κ → Matrix (α × β) (α × β) ℂ} {ψ : κ → α × β → ℂ}
    (hE : ∀ k, IsSeparable (E k)) (hsum : ∑ k, E k = 1) (hψ : ∀ k, IsMaxEntangled (ψ k)) :
    (1 / (Fintype.card κ : ℝ)) * ∑ k, prob (E k) (ψ k)
      ≤ (Fintype.card β : ℝ) / Fintype.card κ := by
  have h := weighted_success_le hE hsum hψ (p := fun _ => 1 / (Fintype.card κ : ℝ))
    (fun _ => le_rfl) (by positivity)
  rw [← Finset.mul_sum] at h
  exact h.trans_eq (by ring)

/-- If a separable measurement identifies each of `N` maximally entangled states with certainty,
then `N` is at most the dimension of the second site. -/
theorem card_le_of_perfect {E : κ → Matrix (α × β) (α × β) ℂ} {ψ : κ → α × β → ℂ}
    (hE : ∀ k, IsSeparable (E k)) (hsum : ∑ k, E k = 1) (hψ : ∀ k, IsMaxEntangled (ψ k))
    (hperf : ∀ k, prob (E k) (ψ k) = 1) : Fintype.card κ ≤ Fintype.card β := by
  have h := weighted_success_le hE hsum hψ (p := fun _ => 1) (fun _ => le_rfl) zero_le_one
  simp only [hperf, mul_one, one_mul, Finset.sum_const, Finset.card_univ, nsmul_eq_mul] at h
  exact_mod_cast h

/-- For `d ≥ 1`, the equal superposition of the product basis states `|i, i + k⟩`, with `i + k`
modulo `d`. -/
def shiftState (d : ℕ) (k : ZMod d) : ZMod d × ZMod d → ℂ :=
  fun x => if x.2 = x.1 + k then ((1 / √(d : ℝ) : ℝ) : ℂ) else 0

/-- The projector onto the span of the product basis states `|i, i + k⟩`. -/
def shiftEffect (d : ℕ) (k : ZMod d) : Matrix (ZMod d × ZMod d) (ZMod d × ZMod d) ℂ :=
  Matrix.diagonal fun x => if x.2 = x.1 + k then 1 else 0

/-- The `d` shifted states are maximally entangled, and the shift projectors form a separable
measurement that identifies each of them with certainty. -/
theorem shift_witness (d : ℕ) [NeZero d] :
    (∀ k, IsMaxEntangled (shiftState d k)) ∧ (∀ k, IsSeparable (shiftEffect d k)) ∧
      ∑ k, shiftEffect d k = 1 ∧ ∀ k, prob (shiftEffect d k) (shiftState d k) = 1 := by
  have hmax : ∀ k, IsMaxEntangled (shiftState d k) := by
    intro k
    have hc : ((1 / √(d : ℝ) : ℝ) : ℂ) * ((1 / √(d : ℝ) : ℝ) : ℂ) = 1 / (d : ℂ) := by
      rw [← Complex.ofReal_mul, div_mul_div_comm, one_mul,
        Real.mul_self_sqrt (Nat.cast_nonneg d)]
      simp
    have hs : star ((1 / √(d : ℝ) : ℝ) : ℂ) = ((1 / √(d : ℝ) : ℝ) : ℂ) :=
      Complex.conj_ofReal _
    change reducedState (shiftState d k) = _
    ext i i'
    change ∑ j, shiftState d k (i, j) * star (shiftState d k (i', j)) = _
    rw [Finset.sum_eq_single (i + k)]
    · by_cases h : i = i'
      · subst h
        have h1 : shiftState d k (i, i + k) = ((1 / √(d : ℝ) : ℝ) : ℂ) := if_pos rfl
        rw [h1, hs, hc]
        simp [ZMod.card]
      · have h1 : shiftState d k (i', i + k) = 0 := if_neg fun e => h (add_right_cancel e)
        rw [h1]
        simp [h]
    · intro j _ hj
      have h1 : shiftState d k (i, j) = 0 := if_neg hj
      rw [h1, zero_mul]
    · intro h
      exact absurd (Finset.mem_univ _) h
  refine ⟨hmax, fun k => ?_, ?_, fun k => ?_⟩
  · -- each projector is a sum of products of local basis projectors
    let e : Fin d ≃ ZMod d := (Fintype.equivFinOfCardEq (ZMod.card d)).symm
    have hsum : ∀ x : ZMod d × ZMod d, ∑ s, (if x.1 = e s then (1 : ℂ) else 0) *
        (if x.2 = e s + k then 1 else 0) = if x.2 = x.1 + k then 1 else 0 := by
      intro x
      rw [Equiv.sum_comp e (fun i => (if x.1 = i then (1 : ℂ) else 0) *
        (if x.2 = i + k then 1 else 0))]
      simp only [ite_mul, one_mul, zero_mul, Finset.sum_ite_eq, Finset.mem_univ, if_true]
    refine ⟨d, fun s => Matrix.diagonal fun i => if i = e s then 1 else 0,
      fun s => Matrix.diagonal fun j => if j = e s + k then 1 else 0, fun s => ⟨?_, ?_⟩, ?_⟩
    · exact Matrix.posSemidef_diagonal_iff.mpr fun i => by split_ifs <;> simp
    · exact Matrix.posSemidef_diagonal_iff.mpr fun i => by split_ifs <;> simp
    · ext x y
      rw [Matrix.sum_apply]
      simp only [Matrix.diagonal_kronecker_diagonal, shiftEffect]
      by_cases h : x = y
      · subst h
        simp only [Matrix.diagonal_apply_eq]
        exact (hsum x).symm
      · simp only [Matrix.diagonal_apply_ne _ h, Finset.sum_const_zero]
  · ext x y
    rw [Matrix.sum_apply]
    by_cases h : x = y
    · subst h
      simp only [shiftEffect, Matrix.diagonal_apply_eq, Matrix.one_apply_eq]
      rw [Finset.sum_eq_single (x.2 - x.1)]
      · simp
      · intro k _ hk
        exact if_neg fun e => hk (by rw [e]; ring)
      · simp
    · simp only [shiftEffect, Matrix.diagonal_apply_ne _ h, Finset.sum_const_zero,
        Matrix.one_apply_ne h]
  · -- the projector fixes its state, which is normalised
    have hfix : shiftEffect d k *ᵥ shiftState d k = shiftState d k := by
      ext x
      simp only [shiftEffect, Matrix.mulVec_diagonal, shiftState]
      split_ifs <;> simp
    have h1 : ∀ i, ∑ j, shiftState d k (i, j) * star (shiftState d k (i, j))
        = 1 / (d : ℂ) := by
      intro i
      have h := congrArg (fun M : Matrix (ZMod d) (ZMod d) ℂ => M i i)
        (show reducedState (shiftState d k) = _ from hmax k)
      simpa [reducedState, ZMod.card] using h
    unfold prob
    rw [hfix, dotProduct_comm]
    simp only [dotProduct, Fintype.sum_prod_type, Pi.star_apply, h1]
    rw [Finset.sum_const, Finset.card_univ, ZMod.card, nsmul_eq_mul,
      mul_one_div_cancel (Nat.cast_ne_zero.mpr (NeZero.ne d)), Complex.one_re]

end

end SeparableDiscrimination
```

```lean
#print axioms SeparableDiscrimination.average_success_le
-- 'SeparableDiscrimination.average_success_le' depends on axioms: [propext, Classical.choice, Quot.sound]
#print axioms SeparableDiscrimination.card_le_of_perfect
-- 'SeparableDiscrimination.card_le_of_perfect' depends on axioms: [propext, Classical.choice, Quot.sound]
```

## What the Lean statements say about states and effects

The types `α` and `β` label the basis states of the two sites, and `κ` labels both the states and the outcomes. A state is a function `α × β → ℂ`, and an effect is a matrix indexed by such pairs. `IsMaxEntangled` says that the first site's reduced matrix is the identity divided by its dimension. `IsSeparable` is the finite-sum condition. It does not by itself keep a matrix at or below the identity; for the E_k this follows from completeness, which is `hsum`. `prob` takes the real part of the Born expression, which loses nothing here because separable effects are Hermitian. Its value is a probability when the vector is normalised and the matrix is an effect; `prob_gram` is an identity for all vectors and all F and G, where the value can exceed 1.

`average_success_le` allows unequal dimensions and bounds the average by the second dimension divided by N; equal dimensions give the title's result. Its condition on the states can hold only when the first dimension is at most the second, since the rank of MM† is at most n; if the first site is the larger one, the roles of the sites have to be exchanged. `weighted_success_le` treats unequal weights, `card_le_of_perfect` treats certain identification, and `shift_witness` supplies the example in every dimension d ≥ 1.

The statements concern exact matrices, finite dimensions and finitely many outcomes. They do not cover partially entangled states, and they do not decide whether a given set with N ≤ n can be identified perfectly. An inconclusive outcome with a separable effect can be added to one of the E_k, which preserves separability and cannot lower the success.

## How the lemmas follow the calculation

`trace_gram` writes tr(F†F) as a sum of squared moduli. `prob_gram` rewrites the product effect as (F ⊗ G)†(F ⊗ G) and expands the squared norm. `local_norm` is the cyclicity step, with the reduced matrix inserted through `hM`.

`product_bound` obtains the factors F and G from positive semidefiniteness. Its inner statement `cs` combines the triangle inequality with the real Cauchy–Schwarz inequality, and the `calc` block then sums over a and b. `separable_bound` uses additivity of the Born expression to pass to finite sums. In `weighted_success_le`, `htr` evaluates the total trace, and the following `calc` block replaces each weight by q.

In `shift_witness`, `Finset.sum_eq_single` selects the single surviving term, j = i+k in the reduced matrix and k = j − i in the completeness sum. The step `hfix` is P_k φ_k = φ_k, and the diagonal of the reduced matrix supplies the normalisation.
